# For all but finitely many real t, every eigenvector of A + tB is shared by the commuting Hermitian matrices A and B

Diagonalize one of two commuting observables, and the eigenvectors you get may fail to be eigenvectors of the other. Take $A=\mathrm{diag}(1,1,0)$ and $B=\mathrm{diag}(1,0,0)$. The vector $(1,1,0)/\sqrt2$ is an eigenvector of $A$ but not of $B$, and $(0,1,1)/\sqrt2$ is an eigenvector of $B$ but not of $A$. Each matrix has a degenerate level, and within that level a diagonalization may return any basis.

The combination $A+tB=\mathrm{diag}(1+t,1,0)$ has three distinct levels unless $t=0$ or $t=-1$, so at any other $t$ its eigenvectors belong to both matrices. The theorems below show that, for every commuting Hermitian pair of finite size, all eigenvectors of $A+tB$ are shared at all but finitely many real $t$, even if $A+tB$ itself stays degenerate. For a Hamiltonian and a Hermitian symmetry operator whose matrices in a finite orthonormal basis commute, a single diagonalization at a suitable $t$ therefore gives vectors labelled by an eigenvalue of each matrix.

## Eigenvectors, eigenvalues and crossings

```lean
import Mathlib

open Matrix

namespace GenericCombination

noncomputable section

variable {n : Type*} [Fintype n] [DecidableEq n]
```

The index type `n` is finite and labels the basis states. An operator is a `Matrix n n ℂ`, and a vector is a function `n → ℂ` that lists its components.

```lean
/-- The nonzero vector `v` is an eigenvector of the matrix `M`. -/
def IsEigenvector (M : Matrix n n ℂ) (v : n → ℂ) : Prop :=
  v ≠ 0 ∧ ∃ μ : ℂ, M *ᵥ v = μ • v
```

`IsEigenvector M v` says that $v\neq0$ and $Mv=\mu v$ for some complex $\mu$. The symbol `*ᵥ` applies a matrix to a vector, and `•` multiplies by a scalar. Vectors need not be normalised.

```lean
/-- The number `a` is an eigenvalue of the matrix `M`. -/
def IsEigenvalue (M : Matrix n n ℂ) (a : ℂ) : Prop :=
  ∃ v : n → ℂ, v ≠ 0 ∧ M *ᵥ v = a • v
```

`IsEigenvalue M a` is the same condition seen from the other side: the number $a$ is given, and some nonzero $v$ satisfies $Mv=av$.

```lean
/-- The real `t` at which `a + t b = a' + t b'` for some eigenvalues `a, a'` of `A` and some
eigenvalues `b, b'` of `B` with `b ≠ b'`. -/
def crossings (A B : Matrix n n ℂ) : Set ℝ :=
  {t | ∃ a a' b b' : ℂ, IsEigenvalue A a ∧ IsEigenvalue A a' ∧ IsEigenvalue B b ∧
    IsEigenvalue B b' ∧ b ≠ b' ∧ a + t * b = a' + t * b'}
```

The set `crossings A B` contains the real $t$ for which
$$a+tb=a'+tb',\qquad b\neq b',$$
with $a,a'$ eigenvalues of $A$ and $b,b'$ eigenvalues of $B$. The definition does not ask that $a$ and $b$ belong to a common eigenvector, so the set can contain harmless values. In the opening example $t=1$ is a crossing in this sense, although $A+B$ has three distinct levels.

```lean
/-- The set `crossings A B` is finite. -/
theorem crossings_finite (A B : Matrix n n ℂ) : (crossings A B).Finite := by
  have hfin : ∀ M : Matrix n n ℂ, {a | IsEigenvalue M a}.Finite := by
    intro M
    refine (Module.End.finite_spectrum (Matrix.toLin' M)).subset ?_
    rintro a ⟨v, hv, h⟩
    exact (Module.End.hasEigenvalue_of_hasEigenvector (x := v)
      ⟨Module.End.mem_eigenspace_iff.mpr (by rw [Matrix.toLin'_apply]; exact h),
        hv⟩).mem_spectrum
  -- each crossing is fixed by the four eigenvalues involved
  refine ((((hfin A).prod (hfin A)).prod ((hfin B).prod (hfin B))).image
    (fun p : (ℂ × ℂ) × (ℂ × ℂ) => ((p.1.2 - p.1.1) / (p.2.1 - p.2.2)).re)).subset ?_
  rintro t ⟨a, a', b, b', ha, ha', hb, hb', hne, h⟩
  refine ⟨((a, a'), (b, b')), ⟨⟨ha, ha'⟩, ⟨hb, hb'⟩⟩, ?_⟩
  have ht : (a' - a) / (b - b') = (t : ℂ) := by
    rw [div_eq_iff (sub_ne_zero.mpr hne)]
    linear_combination (-1 : ℂ) * h
  show ((a' - a) / (b - b')).re = t
  rw [ht, Complex.ofReal_re]
```

**By hand.** A finite matrix has finitely many eigenvalues, so there are finitely many quadruples $(a,a',b,b')$. Each one with $b\ne b'$ fixes at most one coupling,
$$t=\frac{a'-a}{b-b'}.$$

**In Lean.** `hfin` gives the finiteness of the eigenvalues. The crossings are then placed inside the image of a finite set of quadruples under this formula. The code takes the real part because the quotient is a complex number, while $t$ is real.

## Splitting a vector by the eigenvalues of B

```lean
/-- A matrix that commutes with the diagonal matrix of entries `d i` commutes with the diagonal
matrix of entries `f (d i)`, for every function `f`. -/
theorem commute_function {C : Matrix n n ℂ} {d : n → ℂ}
    (hC : C * diagonal d = diagonal d * C) (f : ℂ → ℂ) :
    C * diagonal (fun i => f (d i)) = diagonal (fun i => f (d i)) * C := by
  ext i j
  have h := congrFun (congrFun hC i) j
  rw [mul_diagonal, diagonal_mul] at h ⊢
  show C i j * f (d j) = f (d i) * C i j
  by_cases e : d i = d j
  · rw [e, mul_comm]
  · have h0 : (d i - d j) * C i j = 0 := by linear_combination (-1 : ℂ) * h
    have h1 : C i j = 0 := (mul_eq_zero.mp h0).resolve_left (sub_ne_zero.mpr e)
    simp [h1]
```

Let $D=\mathrm{diag}(d_i)$ and suppose $CD=DC$. The $(i,j)$ entry of this equation reads $C_{ij}d_j=d_iC_{ij}$, or $(d_i-d_j)C_{ij}=0$. Hence $C_{ij}$ vanishes whenever $d_i\neq d_j$. For any function $f$ it follows that $C_{ij}f(d_j)=f(d_i)C_{ij}$: either $d_i=d_j$, or both sides are zero. The line `by_cases e : d i = d j` makes this division into cases.

```lean
/-- A Hermitian matrix is diagonalized by a unitary matrix. -/
theorem hermitian_diagonalization {B : Matrix n n ℂ} (hB : B.IsHermitian) :
    ∃ (U : Matrix n n ℂ) (d : n → ℂ), Uᴴ * U = 1 ∧ U * Uᴴ = 1 ∧ B = U * diagonal d * Uᴴ := by
  have h := hB.spectral_theorem
  rw [Unitary.conjStarAlgAut_apply] at h
  exact ⟨_, _, mem_unitaryGroup_iff'.mp hB.eigenvectorUnitary.2,
    mem_unitaryGroup_iff.mp hB.eigenvectorUnitary.2, h⟩
```

This is the finite-dimensional spectral theorem, taken from Mathlib and written as $B=UDU^\dagger$ with $U^\dagger U=UU^\dagger=1$. Lean writes the conjugate transpose $U^\dagger$ as `Uᴴ`.

```lean
/-- A Hermitian `B` has spectral components `P b` with `B P b = b P b`, which sum to the identity
and commute with every matrix that commutes with `B`. -/
theorem spectral_resolution {B : Matrix n n ℂ} (hB : B.IsHermitian) :
    ∃ (P : ℂ → Matrix n n ℂ) (s : Finset ℂ), (∀ b, B * P b = b • P b) ∧
      (∀ b A, A * B = B * A → A * P b = P b * A) ∧ ∑ b ∈ s, P b = 1 := by
  obtain ⟨U, d, h1, h2, hUB⟩ := hermitian_diagonalization hB
  have hcomm : ∀ (f : ℂ → ℂ) (A : Matrix n n ℂ), A * B = B * A →
      A * (U * diagonal (fun i => f (d i)) * Uᴴ) =
        U * diagonal (fun i => f (d i)) * Uᴴ * A := by
    intro f A hA
    -- pass to the eigenbasis of B
    have hC : (Uᴴ * A * U) * diagonal d = diagonal d * (Uᴴ * A * U) := by
      calc (Uᴴ * A * U) * diagonal d
          = Uᴴ * A * (U * diagonal d * Uᴴ) * U := by simp only [mul_assoc, h1, mul_one]
        _ = Uᴴ * (A * B) * U := by rw [← hUB]; simp only [mul_assoc]
        _ = Uᴴ * (U * diagonal d * Uᴴ * A) * U := by rw [hA, ← hUB]
        _ = (Uᴴ * U) * (diagonal d * (Uᴴ * A * U)) := by simp only [mul_assoc]
        _ = _ := by rw [h1, one_mul]
    have hf := commute_function hC f
    generalize diagonal (fun i => f (d i)) = Q at hf ⊢
    calc A * (U * Q * Uᴴ) = (U * Uᴴ) * A * (U * Q * Uᴴ) := by rw [h2, one_mul]
      _ = U * (Uᴴ * A * U * Q) * Uᴴ := by simp only [mul_assoc]
      _ = U * (Q * (Uᴴ * A * U)) * Uᴴ := by rw [hf]
      _ = U * Q * Uᴴ * A * (U * Uᴴ) := by simp only [mul_assoc]
      _ = U * Q * Uᴴ * A := by rw [h2, mul_one]
  refine ⟨fun b => U * diagonal (fun i => if d i = b then 1 else 0) * Uᴴ,
    Finset.univ.image d, ?_, fun b A hA => hcomm (fun x => if x = b then 1 else 0) A hA, ?_⟩
  · intro b
    have hQ : diagonal d * diagonal (fun i => if d i = b then (1 : ℂ) else 0) =
        b • diagonal (fun i => if d i = b then (1 : ℂ) else 0) := by
      ext i j
      simp only [diagonal_mul, Matrix.smul_apply, smul_eq_mul, diagonal_apply]
      split_ifs <;> simp_all
    show B * (U * diagonal (fun i => if d i = b then (1 : ℂ) else 0) * Uᴴ) =
      b • (U * diagonal (fun i => if d i = b then (1 : ℂ) else 0) * Uᴴ)
    generalize diagonal (fun i => if d i = b then (1 : ℂ) else 0) = Q at hQ ⊢
    calc B * (U * Q * Uᴴ) = (U * diagonal d * Uᴴ) * (U * Q * Uᴴ) := by rw [← hUB]
      _ = U * (diagonal d * ((Uᴴ * U) * Q)) * Uᴴ := by simp only [mul_assoc]
      _ = b • (U * Q * Uᴴ) := by rw [h1, one_mul, hQ, mul_smul_comm, smul_mul_assoc]
  · have hQ : ∑ b ∈ Finset.univ.image d,
        diagonal (fun i => if d i = b then (1 : ℂ) else 0) = 1 := by
      ext i j
      rw [Matrix.sum_apply]
      by_cases e : i = j
      · subst e
        simp
      · simp [e]
    rw [← Finset.sum_mul, ← Finset.mul_sum, hQ, mul_one, h2]
```

The statement provides matrices $P_b$ and a finite set $s$ of numbers with three properties:

- $BP_b=bP_b$;
- $P_b$ commutes with every matrix that commutes with $B$;
- $\sum_{b\in s}P_b=1$.

**By hand.** Let $Q_b$ be the diagonal matrix with entry $1$ where $d_i=b$ and $0$ elsewhere, and set $P_b=UQ_bU^\dagger$. This is the projector onto the eigenspace of $B$ for the value $b$, and it is zero if $b$ is not an eigenvalue. Since $DQ_b=bQ_b$,
$$BP_b=UDU^\dagger UQ_bU^\dagger=UDQ_bU^\dagger=bP_b.$$
If $A$ commutes with $B$, then $C=U^\dagger AU$ commutes with $D$. By the previous lemma $C$ also commutes with $Q_b$, which is a function of $D$, and transforming back gives $AP_b=P_bA$. Finally, let $s$ be the set of distinct values $d_i$. Each diagonal position is counted once, so $\sum_{b\in s} Q_b=1$ and $\sum_{b\in s} P_b=UU^\dagger=1$.

**In Lean.** `hcomm` carries out the passage to the eigenbasis and back, and the two `calc` blocks in it are these matrix products. The remaining two bullets prove the eigenvalue equation and the sum.

## Why two components force a crossing

```lean
/-- For real `t` outside `crossings A B`, every eigenvector of `A + t B` is an eigenvector of both
`A` and `B`, for `B` Hermitian and `A` commuting with `B`. -/
theorem shared_of_not_crossing {A B : Matrix n n ℂ} (hB : B.IsHermitian) (hAB : A * B = B * A)
    {t : ℝ} (ht : t ∉ crossings A B) {v : n → ℂ} (hv : IsEigenvector (A + (t : ℂ) • B) v) :
    IsEigenvector A v ∧ IsEigenvector B v := by
  obtain ⟨hv0, μ, hμ⟩ := hv
  obtain ⟨P, s, hBP, hcomm, hsum⟩ := spectral_resolution hB
  have hM : (A + (t : ℂ) • B) * B = B * (A + (t : ℂ) • B) := by
    rw [add_mul, mul_add, hAB, smul_mul_assoc, mul_smul_comm]
  -- every component of v is a joint eigenvector, or zero
  have hB' : ∀ b, B *ᵥ (P b *ᵥ v) = b • (P b *ᵥ v) := by
    intro b
    rw [mulVec_mulVec, hBP, smul_mulVec]
  have hA' : ∀ b, A *ᵥ (P b *ᵥ v) = (μ - t * b) • (P b *ᵥ v) := by
    intro b
    have h : (A + (t : ℂ) • B) *ᵥ (P b *ᵥ v) = μ • (P b *ᵥ v) := by
      rw [mulVec_mulVec, hcomm b _ hM, ← mulVec_mulVec, hμ, mulVec_smul]
    rw [add_mulVec, smul_mulVec, hB'] at h
    linear_combination (norm := module) h
  have hs : ∀ r : Finset ℂ, (∑ b ∈ r, P b) *ᵥ v = ∑ b ∈ r, P b *ᵥ v := by
    intro r
    induction r using Finset.induction_on with
    | empty => simp
    | insert a r ha ih => rw [Finset.sum_insert ha, Finset.sum_insert ha, add_mulVec, ih]
  have hdec : ∑ b ∈ s, P b *ᵥ v = v := by rw [← hs, hsum, one_mulVec]
  obtain ⟨c, hcs, hc⟩ := Finset.exists_ne_zero_of_sum_ne_zero
    (s := s) (f := fun b => P b *ᵥ v) (fun h => hv0 (hdec.symm.trans h))
  -- a second nonzero component would force a level crossing
  have hone : ∑ b ∈ s, P b *ᵥ v = P c *ᵥ v := by
    apply Finset.sum_eq_single c
    · intro b _ hne
      by_contra hb
      exact ht ⟨μ - t * b, μ - t * c, b, c, ⟨_, hb, hA' b⟩, ⟨_, hc, hA' c⟩,
        ⟨_, hb, hB' b⟩, ⟨_, hc, hB' c⟩, hne, by ring⟩
    · exact fun h => absurd hcs h
  have hPv : P c *ᵥ v = v := hone.symm.trans hdec
  have eA := hA' c
  have eB := hB' c
  rw [hPv] at eA eB
  exact ⟨⟨hv0, _, eA⟩, ⟨hv0, _, eB⟩⟩
```

The hypotheses are that $B$ is Hermitian, that $AB=BA$, and that $t$ is not a crossing. The conclusion holds for every eigenvector $v$ of $A+tB$.

**By hand.** Write $M=A+tB$ and $Mv=\mu v$, and let $v_b=P_bv$.

1. From $BP_b=bP_b$ we get $Bv_b=bv_b$.
2. $M$ commutes with $B$, hence with $P_b$, so $Mv_b=P_bMv=\mu v_b$.
3. Subtracting $tBv_b=tbv_b$ gives $Av_b=(\mu-tb)v_b$.
4. Since $\sum_{b\in s}v_b=v\neq0$, some component $v_c$ is nonzero.
5. Suppose $v_b\neq0$ for another $b\neq c$. Then $\mu-tb$ and $\mu-tc$ are eigenvalues of $A$, $b$ and $c$ are eigenvalues of $B$, and
$$(\mu-tb)+tb=\mu=(\mu-tc)+tc.$$
This makes $t$ a crossing, contrary to hypothesis.
6. So $v=v_c$, and steps 1 and 3 say that $v$ is an eigenvector of both matrices.

**In Lean.** `hB'` is step 1 and `hA'` covers steps 2 and 3. `hdec` is the decomposition of $v$, from which `c` is obtained. `hone` is step 5: `Finset.sum_eq_single c` reduces the sum to one term once the others are shown to vanish, and `ring` checks the displayed equality.

```lean
/-- For `B` Hermitian and `A` commuting with `B`, all but finitely many real `t` have the property
that every eigenvector of `A + t B` is an eigenvector of both `A` and `B`. -/
theorem generic_combination {A B : Matrix n n ℂ} (hB : B.IsHermitian) (hAB : A * B = B * A) :
    {t : ℝ | ¬ ∀ v, IsEigenvector (A + (t : ℂ) • B) v →
      IsEigenvector A v ∧ IsEigenvector B v}.Finite := by
  refine (crossings_finite A B).subset fun t ht => ?_
  by_contra hc
  exact ht fun v hv => shared_of_not_crossing hB hAB hc hv
```

The set in braces collects the real $t$ at which the property fails, and `.Finite` says that there are finitely many of them. By the previous theorem each such $t$ is a crossing, and the crossings are finite in number.

$A$ need not be Hermitian here, because the statement concerns whichever eigenvectors $A+tB$ has and does not claim that they form a basis. It is also a statement about exact equality: it does not say how far $t$ should be from an exceptional value for a floating-point diagonalization to separate the levels.

## From eigenvectors to a common eigenbasis

```lean
/-- If every eigenvector of `M` is an eigenvector of `A` and `B`, then a unitary matrix that
diagonalizes `M` diagonalizes `A` and `B` as well. -/
theorem diagonalizes_both {A B M U : Matrix n n ℂ} {d : n → ℂ}
    (h : ∀ v, IsEigenvector M v → IsEigenvector A v ∧ IsEigenvector B v)
    (h1 : Uᴴ * U = 1) (hM : M = U * diagonal d * Uᴴ) :
    ∃ a b : n → ℂ, A = U * diagonal a * Uᴴ ∧ B = U * diagonal b * Uᴴ := by
  have h2 : U * Uᴴ = 1 := mul_eq_one_comm.mp h1
  have hMU : M * U = U * diagonal d := by rw [hM, mul_assoc, h1, mul_one]
  -- the columns of U are eigenvectors of M
  have hcol : ∀ j, IsEigenvector M (fun i => U i j) := by
    intro j
    refine ⟨fun h0 => ?_, d j, ?_⟩
    · have hz : ∀ i, U i j = 0 := fun i => congrFun h0 i
      have hj := congrFun (congrFun h1 j) j
      rw [Matrix.mul_apply] at hj
      simp [hz] at hj
    · ext i
      have hij := congrFun (congrFun hMU i) j
      rw [mul_diagonal, mul_comm (U i j)] at hij
      exact hij
  have key : ∀ X : Matrix n n ℂ, (∀ j, IsEigenvector X (fun i => U i j)) →
      ∃ a : n → ℂ, X = U * diagonal a * Uᴴ := by
    intro X hX
    choose a ha using fun j => (hX j).2
    have hXU : X * U = U * diagonal a := by
      ext i j
      rw [mul_diagonal, mul_comm (U i j)]
      exact congrFun (ha j) i
    exact ⟨a, by rw [← hXU, mul_assoc, h2, mul_one]⟩
  obtain ⟨a, ha⟩ := key A fun j => (h _ (hcol j)).1
  obtain ⟨b, hb⟩ := key B fun j => (h _ (hcol j)).2
  exact ⟨a, b, ha, hb⟩
```

**By hand.** If $M=UDU^\dagger$, then $MU=UD$, so column $u_j$ of $U$ satisfies $Mu_j=d_ju_j$. It is nonzero because $u_j^\dagger u_j=1$. By hypothesis it is then an eigenvector of $A$ and of $B$, say $Au_j=a_ju_j$ and $Bu_j=b_ju_j$. Collecting the columns gives $AU=U\,\mathrm{diag}(a_j)$, hence $A=U\,\mathrm{diag}(a_j)\,U^\dagger$, and likewise for $B$.

**In Lean.** `hcol` is the statement about columns, and `key` reassembles the matrix; it is applied once to `A` and once to `B`.

When $A$ and $B$ are both Hermitian and $t$ is real, $A+tB$ is Hermitian and such a $U$ exists. Away from the exceptional couplings, any unitary that diagonalizes $A+tB$ therefore diagonalizes both observables, however degenerate each may be.

```lean
/-- Two Hermitian matrices commute exactly when, for some real `t`, every eigenvector of `A + t B`
is an eigenvector of both. -/
theorem commute_iff_shared {A B : Matrix n n ℂ} (hA : A.IsHermitian) (hB : B.IsHermitian) :
    A * B = B * A ↔ ∃ t : ℝ, ∀ v, IsEigenvector (A + (t : ℂ) • B) v →
      IsEigenvector A v ∧ IsEigenvector B v := by
  constructor
  · intro hAB
    obtain ⟨t, ht⟩ := (crossings_finite A B).infinite_compl.nonempty
    exact ⟨t, fun v hv => shared_of_not_crossing hB hAB ht hv⟩
  · rintro ⟨t, h⟩
    have hM : (A + (t : ℂ) • B).IsHermitian := by
      show (A + (t : ℂ) • B)ᴴ = A + (t : ℂ) • B
      rw [conjTranspose_add, conjTranspose_smul, hA.eq, hB.eq, Complex.star_def,
        Complex.conj_ofReal]
    obtain ⟨U, d, h1, _, hU⟩ := hermitian_diagonalization hM
    obtain ⟨a, b, ha, hb⟩ := diagonalizes_both h h1 hU
    -- diagonal matrices in a common basis commute
    have hprod : ∀ x y : n → ℂ, (U * diagonal x * Uᴴ) * (U * diagonal y * Uᴴ) =
        U * diagonal (fun i => x i * y i) * Uᴴ := by
      intro x y
      calc (U * diagonal x * Uᴴ) * (U * diagonal y * Uᴴ)
          = U * (diagonal x * ((Uᴴ * U) * diagonal y)) * Uᴴ := by simp only [mul_assoc]
        _ = _ := by rw [h1, one_mul, diagonal_mul_diagonal]
    rw [ha, hb, hprod, hprod]
    simp only [mul_comm (a _)]
```

For Hermitian $A$ and $B$, commuting is equivalent to the existence of one real $t$ at which all eigenvectors of $A+tB$ are shared.

**By hand.** If the matrices commute, the crossings form a finite subset of the infinite real line, so some $t$ avoids them. Conversely, given such a $t$, diagonalize the Hermitian matrix $A+tB$ with a unitary $U$. The previous theorem writes $A$ and $B$ as diagonal matrices in the same basis, and
$$AB=U\,\mathrm{diag}(a_ib_i)\,U^\dagger=BA.$$

**In Lean.** `constructor` separates the two directions, and `hprod` is the product formula. The Hermiticity of $A$ is used only in the second direction.

## A coupling that fails

```lean
/-- For the commuting observables `diag(1,0)` and `diag(0,1)` the value `t = 1` is exceptional:
the vector `(1,1)` is an eigenvector of the combination but not of the first observable. -/
theorem exceptional_coupling :
    IsEigenvector (!![1, 0; 0, 0] + ((1 : ℝ) : ℂ) • !![0, 0; 0, 1]) ![1, 1] ∧
      ¬ IsEigenvector !![1, 0; 0, 0] ![1, 1] := by
  refine ⟨⟨fun h => ?_, 1, ?_⟩, ?_⟩
  · have h0 := congrFun h 0
    simp at h0
  · ext i
    fin_cases i <;> simp [Matrix.mulVec, dotProduct, Fin.sum_univ_two]
  · rintro ⟨_, μ, h⟩
    have h0 := congrFun h 0
    have h1 := congrFun h 1
    simp [Matrix.mulVec, dotProduct, Fin.sum_univ_two] at h0 h1
    simp_all

end

end GenericCombination
```

The notation `!![1, 0; 0, 0]` lists a matrix row by row. With $A=\mathrm{diag}(1,0)$, $B=\mathrm{diag}(0,1)$ and $t=1$, the combination is the identity, so $(1,1)$, or $(1,1)/\sqrt2$ when normalised, is an eigenvector with eigenvalue $1$. But $A(1,1)=(1,0)$, which is not a multiple of $(1,1)$. Lean compares the two components of $A(1,1)=\mu(1,1)$, which would require $\mu=1$ and $\mu=0$ at once. Thus "all but finitely many" cannot be strengthened to "all", even for nonzero $t$.

```lean
#print axioms GenericCombination.generic_combination
#print axioms GenericCombination.commute_iff_shared
#print axioms GenericCombination.exceptional_coupling
```

```
'GenericCombination.generic_combination' depends on axioms: [propext, Classical.choice, Quot.sound]
'GenericCombination.commute_iff_shared' depends on axioms: [propext, Classical.choice, Quot.sound]
'GenericCombination.exceptional_coupling' depends on axioms: [propext, Classical.choice, Quot.sound]
```
